# For two points of an interval, the kernel $e^{-k|x-y|}/(2k)$ with $k>0$ is an absorbing kernel plus two weighted boundary terms

Put a walker at the centre of an interval of half-width $r>0$, with the source at the same point. The free Green's function (resolvent kernel) on the line, $G(x,y)=e^{-k|x-y|}/(2k)$ with $k>0$, then has the value $1/(2k)$, and this splits as

$$\frac{1}{2k}=\frac{\tanh kr}{2k}+2\cdot\frac{1}{2\cosh kr}\cdot\frac{e^{-kr}}{2k}.$$

I read the first term as the paths that never reach an end, and the second as the paths that exit left or right, each with weight $1/(2\cosh kr)$, and continue freely from there. I believe the same split works for any two points $x,y$ of any interval $[a,b]$, with exit weights that are nonnegative and sum to at most one. Can someone show me the full calculation, including the end points and both orders of $x$ and $y$, together with a proof that Lean accepts?

## The split for any two points of the interval

Yes. Let $a<b$ and $S=\sinh k(b-a)>0$, and define

$$A(x,y)=\frac{\sinh k(\min(x,y)-a)\,\sinh k(b-\max(x,y))}{kS},\qquad p_a=\frac{\sinh k(b-x)}{S},\qquad p_b=\frac{\sinh k(x-a)}{S}.$$

The claim for $x,y\in[a,b]$ is $G(x,y)=A(x,y)+p_a\,G(a,y)+p_b\,G(b,y)$. Multiplied by $2kS$, it reads

$$e^{-k|x-y|}S=2\sinh k(\min(x,y)-a)\,\sinh k(b-\max(x,y))+\sinh k(b-x)\,e^{-k(y-a)}+\sinh k(x-a)\,e^{-k(b-y)}.$$

Take $x\le y$. The first and last terms on the right share the factor $\sinh k(x-a)$, and $2\sinh z+e^{-z}=e^{z}$ with $z=k(b-y)$ joins them. The right side becomes

$$\sinh k(x-a)\,e^{k(b-y)}+\sinh k(b-x)\,e^{-k(y-a)}$$
$$=\tfrac12\left[e^{k(x-a+b-y)}-e^{k(a-x+b-y)}+e^{k(b-x-y+a)}-e^{k(x-b-y+a)}\right].$$

The two middle terms cancel, and what remains is $e^{-k(y-x)}S$.

For $y\le x$, the first two terms share $\sinh k(b-x)$ and join in the same way to $\sinh k(b-x)\,e^{k(y-a)}$. Adding $\sinh k(x-a)\,e^{-k(b-y)}$ and expanding again leaves $e^{-k(x-y)}S$.

## Exit weights that lose probability inside

Both weights are nonnegative because their arguments are. Let $p=k(x-a)$ and $q=k(b-x)$, so that $S=\sinh(p+q)$. The addition theorem gives

$$S-\sinh p-\sinh q=\sinh p\,(\cosh q-1)+\sinh q\,(\cosh p-1).$$

This is positive for $a<x<b$, so $p_a+p_b<1$ there. At $x=a$ the weights are $1$ and $0$, at $x=b$ they are $0$ and $1$, and the sum is one.

## Sources outside, and any source-free solution

If $y\le a$, all three distances are measured from the left, and a common factor $e^{ky}$ drops out. What is left to check is

$$e^{-kx}S=\sinh k(b-x)\,e^{-ka}+\sinh k(x-a)\,e^{-kb},$$

which follows by expanding the right side. For $y\ge b$ the same identity is needed with $k$ replaced by $-k$. So $G(x,y)=p_a\,G(a,y)+p_b\,G(b,y)$, with no absorbing term.

These two identities say that the weights interpolate $e^{-kt}$ and $e^{kt}$ exactly from their end values. Every solution of $u''=k^2u$ on $[a,b]$ is a combination of the two. To see this, take $c=\pm k$ and differentiate:

$$\frac{d}{dt}\left[e^{-ct}(u'+cu)\right]=e^{-ct}\left(u''-c^2u\right)=0.$$

Hence $u'+ku=C\,e^{kt}$ and $u'-ku=D\,e^{-kt}$ with constants $C,D$. Subtracting gives $2ku=C\,e^{kt}-D\,e^{-kt}$, and therefore $u(x)=p_a\,u(a)+p_b\,u(b)$.

At the centre $m$ of $[m-r,m+r]$ both weights are $\sinh kr/\sinh 2kr=1/(2\cosh kr)$, so $u(m)=\dfrac{u(m-r)+u(m+r)}{2\cosh kr}$.

## The Lean file

```lean
import Mathlib

noncomputable section

namespace DomainDecomposition

/-- The free kernel `exp(-k|x-y|)/(2k)` on the line, for `k > 0`. -/
def freeKernel (k x y : ℝ) : ℝ := Real.exp (-(k * |x - y|)) / (2 * k)

/-- The kernel on `[a,b]` with absorbing ends, for `k > 0`, `a < b` and `x`, `y` in `[a,b]`. -/
def absorbingKernel (k a b x y : ℝ) : ℝ :=
  Real.sinh (k * (min x y - a)) * Real.sinh (k * (b - max x y)) /
    (k * Real.sinh (k * (b - a)))

/-- The weight for leaving `[a,b]` through `a` from the point `x`, for `k > 0`, `a < b` and `x` in
`[a,b]`. -/
def exitLeft (k a b x : ℝ) : ℝ := Real.sinh (k * (b - x)) / Real.sinh (k * (b - a))

/-- The weight for leaving `[a,b]` through `b` from the point `x`, for `k > 0`, `a < b` and `x` in
`[a,b]`. -/
def exitRight (k a b x : ℝ) : ℝ := Real.sinh (k * (x - a)) / Real.sinh (k * (b - a))

/-- The hyperbolic sine of a scaled difference splits into one-point exponentials. -/
theorem sinh_split (k u v : ℝ) : Real.sinh (k * (u - v)) =
    (Real.exp (k * u) * Real.exp (-(k * v)) - Real.exp (-(k * u)) * Real.exp (k * v)) / 2 := by
  rw [Real.sinh_eq, ← Real.exp_add, ← Real.exp_add]
  ring_nf

/-- The exponential of minus a scaled difference splits into one-point exponentials. -/
theorem exp_split (k u v : ℝ) :
    Real.exp (-(k * (u - v))) = Real.exp (-(k * u)) * Real.exp (k * v) := by
  rw [← Real.exp_add]
  ring_nf

/-- For `k > 0` and `a < b`, the two exit weights from a point strictly inside the interval
sum to less than one. -/
theorem exit_sum_lt_one {k a b x : ℝ} (hk : 0 < k) (hx : x ∈ Set.Ioo a b) :
    exitLeft k a b x + exitRight k a b x < 1 := by
  have hp : 0 < k * (x - a) := mul_pos hk (sub_pos.mpr hx.1)
  have hq : 0 < k * (b - x) := mul_pos hk (sub_pos.mpr hx.2)
  have hS : 0 < Real.sinh (k * (b - a)) :=
    Real.sinh_pos_iff.mpr (mul_pos hk (sub_pos.mpr (hx.1.trans hx.2)))
  unfold exitLeft exitRight
  rw [← add_div, div_lt_one hS,
    show k * (b - a) = k * (x - a) + k * (b - x) by ring, Real.sinh_add]
  -- each hyperbolic cosine in the addition theorem exceeds one
  have h1 := mul_pos (Real.sinh_pos_iff.mpr hp) (sub_pos.mpr (Real.one_lt_cosh.mpr hq.ne'))
  have h2 := mul_pos (Real.sinh_pos_iff.mpr hq) (sub_pos.mpr (Real.one_lt_cosh.mpr hp.ne'))
  linarith

/-- Domain decomposition: for `k > 0`, `a < b` and both points in `[a,b]`, the free kernel is the
absorbing kernel plus the free kernels from the two ends, weighted by the exit weights.
These weights are nonnegative and sum to at most one. -/
theorem domain_decomposition {k a b x y : ℝ} (hk : 0 < k) (hab : a < b)
    (hx : x ∈ Set.Icc a b) (hy : y ∈ Set.Icc a b) :
    freeKernel k x y = absorbingKernel k a b x y +
        exitLeft k a b x * freeKernel k a y + exitRight k a b x * freeKernel k b y ∧
      0 ≤ exitLeft k a b x ∧ 0 ≤ exitRight k a b x ∧
      exitLeft k a b x + exitRight k a b x ≤ 1 := by
  have hS : 0 < Real.sinh (k * (b - a)) :=
    Real.sinh_pos_iff.mpr (mul_pos hk (sub_pos.mpr hab))
  have hp : 0 ≤ Real.sinh (k * (x - a)) :=
    Real.sinh_nonneg_iff.mpr (mul_nonneg hk.le (sub_nonneg.mpr hx.1))
  have hq : 0 ≤ Real.sinh (k * (b - x)) :=
    Real.sinh_nonneg_iff.mpr (mul_nonneg hk.le (sub_nonneg.mpr hx.2))
  refine ⟨?_, div_nonneg hq hS.le, div_nonneg hp hS.le, ?_⟩
  · -- the identity with denominators cleared, for either order of the points
    have key : Real.exp (-(k * |x - y|)) * Real.sinh (k * (b - a)) =
        2 * (Real.sinh (k * (min x y - a)) * Real.sinh (k * (b - max x y))) +
        Real.sinh (k * (b - x)) * Real.exp (-(k * |a - y|)) +
        Real.sinh (k * (x - a)) * Real.exp (-(k * |b - y|)) := by
      rw [abs_of_nonpos (sub_nonpos.mpr hy.1), abs_of_nonneg (sub_nonneg.mpr hy.2)]
      rcases le_total x y with h | h
      · rw [abs_of_nonpos (sub_nonpos.mpr h), min_eq_left h, max_eq_right h]
        simp only [neg_sub, sinh_split, exp_split]
        ring
      · rw [abs_of_nonneg (sub_nonneg.mpr h), min_eq_right h, max_eq_left h]
        simp only [neg_sub, sinh_split, exp_split]
        ring
    have hc := mul_inv_cancel₀ hS.ne'
    unfold freeKernel absorbingKernel exitLeft exitRight
    linear_combination (2 * k)⁻¹ * (Real.sinh (k * (b - a)))⁻¹ * key -
      Real.exp (-(k * |x - y|)) * (2 * k)⁻¹ * hc
  · rcases eq_or_lt_of_le hx.1 with h | h
    · subst h
      simp [exitLeft, exitRight, hS.ne']
    rcases eq_or_lt_of_le hx.2 with h' | h'
    · subst h'
      simp [exitLeft, exitRight, hS.ne']
    exact (exit_sum_lt_one hk ⟨h, h'⟩).le

/-- If `u'' = c²u` on `[a,b]`, with `v = u'`, then `exp(-ct)(u' + cu)` takes the same value
at any two points of the interval. -/
theorem amplitude_const {c a b s t : ℝ} {u v : ℝ → ℝ}
    (hu : ∀ r ∈ Set.Icc a b, HasDerivWithinAt u (v r) (Set.Icc a b) r)
    (hv : ∀ r ∈ Set.Icc a b, HasDerivWithinAt v (c ^ 2 * u r) (Set.Icc a b) r)
    (hs : s ∈ Set.Icc a b) (ht : t ∈ Set.Icc a b) :
    Real.exp (-(c * t)) * (v t + c * u t) = Real.exp (-(c * s)) * (v s + c * u s) := by
  have hd : ∀ r ∈ Set.Icc a b, HasDerivWithinAt
      (fun r => Real.exp (-(c * r)) * (v r + c * u r)) 0 (Set.Icc a b) r := by
    intro r hr
    have he : HasDerivWithinAt (fun r => Real.exp (-(c * r)))
        (Real.exp (-(c * r)) * (-(c * 1))) (Set.Icc a b) r :=
      (((hasDerivAt_id' r).const_mul c).fun_neg.exp).hasDerivWithinAt
    have h := he.fun_mul ((hv r hr).fun_add ((hu r hr).const_mul c))
    exact h.congr_deriv (by ring)
  have h := (convex_Icc a b).norm_image_sub_le_of_norm_hasDerivWithin_le
    (f' := fun _ => (0 : ℝ)) (C := 0) hd (by simp) hs ht
  rw [zero_mul] at h
  exact sub_eq_zero.mp (norm_le_zero_iff.mp h)

/-- For `k > 0` and `a < b`, a solution of `u'' = k²u` on `[a,b]`, with `v = u'`, is at each point
of the interval the sum of its two end values weighted by the exit weights. -/
theorem solution_from_ends {k a b x : ℝ} {u v : ℝ → ℝ} (hk : 0 < k) (hab : a < b)
    (hu : ∀ r ∈ Set.Icc a b, HasDerivWithinAt u (v r) (Set.Icc a b) r)
    (hv : ∀ r ∈ Set.Icc a b, HasDerivWithinAt v (k ^ 2 * u r) (Set.Icc a b) r)
    (hx : x ∈ Set.Icc a b) :
    u x = exitLeft k a b x * u a + exitRight k a b x * u b := by
  have ha : a ∈ Set.Icc a b := ⟨le_rfl, hab.le⟩
  have hb : b ∈ Set.Icc a b := ⟨hab.le, le_rfl⟩
  have hS : Real.sinh (k * (b - a)) ≠ 0 :=
    (Real.sinh_pos_iff.mpr (mul_pos hk (sub_pos.mpr hab))).ne'
  -- the solution is a combination of a growing and a decaying exponential
  obtain ⟨C, D, rep⟩ : ∃ C D : ℝ, ∀ t ∈ Set.Icc a b,
      2 * k * u t = C * Real.exp (k * t) - D * Real.exp (-(k * t)) := by
    refine ⟨Real.exp (-(k * a)) * (v a + k * u a),
      Real.exp (k * a) * (v a + -(k * u a)), fun t ht => ?_⟩
    have h1 := amplitude_const hu hv ha ht
    have h2 := amplitude_const (c := -k) hu (by simpa only [neg_sq] using hv) ha ht
    simp only [neg_mul, neg_neg] at h2
    have he : Real.exp (k * t) * Real.exp (-(k * t)) = 1 := by
      rw [← Real.exp_add, add_neg_cancel, Real.exp_zero]
    linear_combination Real.exp (k * t) * h1 - Real.exp (-(k * t)) * h2 - 2 * k * u t * he
  -- the exit weights interpolate both exponentials exactly
  have key : u x * Real.sinh (k * (b - a)) =
      Real.sinh (k * (b - x)) * u a + Real.sinh (k * (x - a)) * u b := by
    apply mul_left_cancel₀ (mul_pos two_pos hk).ne'
    simp only [sinh_split]
    linear_combination
      (Real.exp (k * b) * Real.exp (-(k * a)) - Real.exp (-(k * b)) * Real.exp (k * a)) / 2
        * rep x hx -
      (Real.exp (k * b) * Real.exp (-(k * x)) - Real.exp (-(k * b)) * Real.exp (k * x)) / 2
        * rep a ha -
      (Real.exp (k * x) * Real.exp (-(k * a)) - Real.exp (-(k * x)) * Real.exp (k * a)) / 2
        * rep b hb
  unfold exitLeft exitRight
  rw [div_mul_eq_mul_div, div_mul_eq_mul_div, ← add_div, eq_div_iff hS]
  exact key

/-- For `k > 0`, `a < b`, `x` in `[a,b]` and a source `y` outside the open interval, the free kernel
is the weighted sum of the free kernels from the two ends. -/
theorem exterior_source {k a b x y : ℝ} (hk : 0 < k) (hab : a < b)
    (hx : x ∈ Set.Icc a b) (hy : y ≤ a ∨ b ≤ y) :
    freeKernel k x y =
      exitLeft k a b x * freeKernel k a y + exitRight k a b x * freeKernel k b y := by
  have hc := mul_inv_cancel₀ (Real.sinh_pos_iff.mpr (mul_pos hk (sub_pos.mpr hab))).ne'
  have key : Real.exp (-(k * |x - y|)) * Real.sinh (k * (b - a)) =
      Real.sinh (k * (b - x)) * Real.exp (-(k * |a - y|)) +
      Real.sinh (k * (x - a)) * Real.exp (-(k * |b - y|)) := by
    obtain ⟨h1, h2⟩ := hx
    rcases hy with h | h
    · rw [abs_of_nonneg (by linarith : 0 ≤ x - y), abs_of_nonneg (by linarith : 0 ≤ a - y),
        abs_of_nonneg (by linarith : 0 ≤ b - y)]
      simp only [sinh_split, exp_split]
      ring
    · rw [abs_of_nonpos (by linarith : x - y ≤ 0), abs_of_nonpos (by linarith : a - y ≤ 0),
        abs_of_nonpos (by linarith : b - y ≤ 0)]
      simp only [neg_sub, sinh_split, exp_split]
      ring
  unfold freeKernel exitLeft exitRight
  linear_combination (2 * k)⁻¹ * (Real.sinh (k * (b - a)))⁻¹ * key -
    Real.exp (-(k * |x - y|)) * (2 * k)⁻¹ * hc

/-- For `k > 0` and `r > 0`, the two exit weights from the centre of an interval of half-width `r`
both equal `1/(2 cosh(kr))`. -/
theorem centred_exit {k r : ℝ} (c : ℝ) (hk : 0 < k) (hr : 0 < r) :
    exitLeft k (c - r) (c + r) c = 1 / (2 * Real.cosh (k * r)) ∧
      exitRight k (c - r) (c + r) c = 1 / (2 * Real.cosh (k * r)) := by
  have hs : Real.sinh (k * r) ≠ 0 := (Real.sinh_pos_iff.mpr (mul_pos hk hr)).ne'
  have hc : Real.cosh (k * r) ≠ 0 := (Real.cosh_pos _).ne'
  have h : Real.sinh (k * r) / Real.sinh (2 * (k * r)) = 1 / (2 * Real.cosh (k * r)) := by
    rw [Real.sinh_two_mul, div_eq_div_iff (mul_ne_zero (mul_ne_zero two_ne_zero hs) hc)
      (mul_ne_zero two_ne_zero hc)]
    ring
  unfold exitLeft exitRight
  rw [show k * (c + r - (c - r)) = 2 * (k * r) by ring,
    show k * (c + r - c) = k * r by ring, show k * (c - (c - r)) = k * r by ring]
  exact ⟨h, h⟩

end DomainDecomposition
```

```lean
#print axioms DomainDecomposition.domain_decomposition
#print axioms DomainDecomposition.solution_from_ends
#print axioms DomainDecomposition.exterior_source
#print axioms DomainDecomposition.centred_exit
```

```
'DomainDecomposition.domain_decomposition' depends on axioms: [propext, Classical.choice, Quot.sound]
'DomainDecomposition.solution_from_ends' depends on axioms: [propext, Classical.choice, Quot.sound]
'DomainDecomposition.exterior_source' depends on axioms: [propext, Classical.choice, Quot.sound]
'DomainDecomposition.centred_exit' depends on axioms: [propext, Classical.choice, Quot.sound]
```

## What the theorems say about walkers and sources

The definitions `freeKernel`, `absorbingKernel`, `exitLeft` and `exitRight` are $G$, $A$, $p_a$ and $p_b$, as functions of real numbers. `Set.Icc a b` is the closed interval and `Set.Ioo a b` the open one.

`domain_decomposition` assumes `0 < k`, `a < b` and both points in the closed interval. It concludes four things at once: the split, the two signs, and the bound on the sum. `exit_sum_lt_one` is the strict bound at interior points; it needs no separate hypothesis `a < b`, since an interior point already implies it. `exterior_source` takes `y ≤ a ∨ b ≤ y`. A source exactly at an end falls under both theorems, and they agree because $A$ vanishes there.

In `solution_from_ends` the function `v` stands for $u'$. The two hypotheses say that $u$ has derivative $v$ and $v$ has derivative $k^2u$ at every point of $[a,b]$. `HasDerivWithinAt` takes these derivatives within the interval, so they are one-sided at the ends and nothing is asked of $u$ beyond them. `centred_exit` gives the two central weights, with `c` for the centre $m$, and inserting them into `solution_from_ends` yields the formula for $u(m)$ above.

The constant $k$ stands for a flat potential $V$ above the trial energy $E$: for the Hamiltonian $-\tfrac12\,d^2/dx^2+V$ in atomic units, $k^2=2(V-E)$. The kernels enter as explicit formulas. That $G$ and $A$ invert $-d^2/dx^2+k^2$ on the line and on the interval with absorbing ends, and that the weights are exit probabilities of a walker removed at a constant rate, is the physical reading and is not derived in the file.

In Green's function Monte Carlo for one particle in one dimension, in a region of constant potential above the trial energy, the weights allow a jump straight to the boundary of an interval without time-step error. Varying potentials and higher dimensions are not treated.

## From one-point exponentials to the theorems

`sinh_split` and `exp_split` write functions of a difference as products such as $e^{ku}e^{-kv}$. After this rewriting, every monomial in the cleared identity contains exactly one exponential for each of $a$, $b$, $x$ and $y$. The cancellation is then pure polynomial algebra, and `ring` finds it without using $e^{kx}e^{-kx}=1$.

In `domain_decomposition`, the statement `key` is the identity multiplied by $2kS$. The proof fixes the signs of $a-y$ and $b-y$, then splits on the order of $x$ and $y$ with `le_total`, which gives the two cases worked above. The closing `linear_combination` divides by $2kS$ again. For the bound on the sum, the two end points are computed directly and all other points are passed to `exit_sum_lt_one`. That lemma applies `Real.sinh_add` and the strict inequality $\cosh z>1$ for $z\neq0$, so `h1` and `h2` are the two positive products in the formula for $S-\sinh p-\sinh q$.

`exterior_source` has the same structure, with one case for each side on which the source lies.

`amplitude_const` proves that $e^{-ct}(u'+cu)$ is constant. It computes the derivative by the product rule, finds zero, and applies the mean value inequality on the convex set $[a,b]$ with derivative bound $0$. `solution_from_ends` uses it for $c=k$ and $c=-k$ to obtain `rep`, the formula $2ku=C\,e^{kt}-D\,e^{-kt}$; this is where $e^{kt}e^{-kt}=1$ is needed. Its own `key` combines `rep` at $x$, $a$ and $b$ so that $C$ and $D$ drop out, which handles both exponentials in one step.

`centred_exit` is the double-angle formula `Real.sinh_two_mul` followed by cancelling $\sinh kr$.
